# Each supercell momentum of a finite periodic lattice receives one primitive-cell momentum per primitive cell in the supercell

When a crystal in a finite periodic box is described with a supercell, its Bloch states are labelled by their phases under the supercell translations, and different primitive-cell crystal momenta can merge into one label. The Lean file below proves that the number merging is the same for every supercell momentum and equals the number of primitive cells in the supercell.

```lean
import Mathlib

open Finset

noncomputable section

namespace CrystalMomentumFolding

variable {G : Type*} [AddCommGroup G] [Fintype G] (H : AddSubgroup G)

/-- Folding of a primitive-cell crystal momentum: the character `χ` of all lattice translations
is restricted to the supercell translations `H`. -/
def fold (χ : AddChar G ℂ) : AddChar H ℂ := χ.compAddMonoidHom H.subtype

omit [Fintype G] in
/-- The folded momentum gives a supercell translation the same phase as the original one. -/
theorem fold_apply (χ : AddChar G ℂ) (h : H) : fold H χ h = χ (h : G) := rfl

omit [Fintype G] in
/-- If `χ` does not fold onto `ψ`, their phases are orthogonal over the supercell translations. -/
theorem supercell_orthogonality [Fintype H] {χ : AddChar G ℂ} {ψ : AddChar H ℂ}
    (hne : fold H χ ≠ ψ) : ∑ h : H, χ (h : G) * ψ (-h) = 0 := by
  have h1 : fold H χ * ψ⁻¹ ≠ 1 := fun h => hne (mul_inv_eq_one.1 h)
  have h2 := AddChar.sum_eq_zero_of_ne_one h1
  rw [← h2]
  refine Finset.sum_congr rfl fun h _ => ?_
  rw [AddChar.mul_apply, AddChar.inv_apply, fold_apply]

/-- Every supercell crystal momentum `ψ` is the folded image of exactly `[G : H]` primitive-cell
crystal momenta. -/
theorem folding_multiplicity (ψ : AddChar H ℂ) :
    Nat.card {χ : AddChar G ℂ // fold H χ = ψ} = H.index := by
  classical
  -- count the momenta by projecting onto `ψ` and exchanging the two sums
  have key : (Nat.card {χ : AddChar G ℂ // fold H χ = ψ} : ℂ) * (Fintype.card H : ℂ)
      = (Fintype.card G : ℂ) := by
    calc (Nat.card {χ : AddChar G ℂ // fold H χ = ψ} : ℂ) * (Fintype.card H : ℂ)
        = ∑ χ : AddChar G ℂ, if fold H χ = ψ then (Fintype.card H : ℂ) else 0 := by
          rw [Nat.card_eq_fintype_card, Fintype.card_subtype, ← Finset.sum_filter,
            Finset.sum_const, nsmul_eq_mul]
      _ = ∑ χ : AddChar G ℂ, ∑ h : H, χ (h : G) * ψ (-h) := by
          refine Finset.sum_congr rfl fun χ _ => ?_
          split_ifs with hc
          · have h1 : ∀ h : H, χ (h : G) * ψ (-h) = 1 := by
              intro h
              rw [← hc, fold_apply, ← AddChar.map_add_eq_mul]
              simp
            simp only [h1, Finset.sum_const, Finset.card_univ, nsmul_eq_mul, mul_one]
          · exact (supercell_orthogonality H hc).symm
      _ = ∑ h : H, (∑ χ : AddChar G ℂ, χ (h : G)) * ψ (-h) := by
          rw [Finset.sum_comm]
          simp only [Finset.sum_mul]
      _ = (Fintype.card G : ℂ) := by
          -- only the zero translation survives the sum over all momenta
          rw [Finset.sum_eq_single (0 : H)]
          · have h0 : ((0 : H) : G) = 0 := H.coe_zero
            rw [AddChar.sum_apply_eq_ite, if_pos h0, neg_zero, AddChar.map_zero_eq_one, mul_one]
          · intro h _ hh
            have h0 : (h : G) ≠ 0 := fun h' => hh (Subtype.ext h')
            rw [AddChar.sum_apply_eq_ite, if_neg h0, zero_mul]
          · intro h
            exact absurd (Finset.mem_univ _) h
  have k : Nat.card {χ : AddChar G ℂ // fold H χ = ψ} * Fintype.card H = Fintype.card G := by
    exact_mod_cast key
  have hl := H.card_mul_index
  rw [Nat.card_eq_fintype_card (α := H), Nat.card_eq_fintype_card (α := G)] at hl
  refine Nat.eq_of_mul_eq_mul_left (Fintype.card_pos (α := H)) ?_
  rw [hl, mul_comm, k]

/-- Every supercell crystal momentum is the folded image of some primitive-cell momentum. -/
theorem fold_surjective : Function.Surjective (fold H) := by
  intro ψ
  have h : Nat.card {χ : AddChar G ℂ // fold H χ = ψ} ≠ 0 := by
    rw [folding_multiplicity]
    exact AddSubgroup.index_ne_zero_of_finite
  obtain ⟨⟨χ, hχ⟩⟩ := (Nat.card_ne_zero.1 h).1
  exact ⟨χ, hχ⟩

open scoped Classical in
/-- The sum over primitive-cell momenta of a quantity that depends only on the folded momentum
is `[G : H]` times its sum over supercell momenta. -/
theorem brillouin_sum_fold (F : AddChar H ℂ → ℂ) :
    ∑ χ : AddChar G ℂ, F (fold H χ) = (H.index : ℂ) * ∑ ψ : AddChar H ℂ, F ψ := by
  rw [← Finset.sum_fiberwise Finset.univ (fold H) (fun χ => F (fold H χ)), Finset.mul_sum]
  refine Finset.sum_congr rfl fun ψ _ => ?_
  rw [← folding_multiplicity H ψ, Nat.card_eq_fintype_card, Fintype.card_subtype,
    ← nsmul_eq_mul, ← Finset.sum_const]
  refine Finset.sum_congr rfl fun χ hχ => ?_
  rw [(Finset.mem_filter.1 hχ).2]

/-- On a ring of `m * L` primitive cells with a supercell of `m` cells, exactly `m` primitive-cell
momenta fold onto each supercell momentum. -/
theorem ring_folding_multiplicity (m L : ℕ) [NeZero m] [NeZero L]
    (ψ : AddChar (AddSubgroup.zmultiples (m : ZMod (m * L))) ℂ) :
    Nat.card {χ : AddChar (ZMod (m * L)) ℂ // fold _ χ = ψ} = m := by
  rw [folding_multiplicity]
  have hm : 0 < m := Nat.pos_of_ne_zero (NeZero.ne m)
  have hL : 0 < L := Nat.pos_of_ne_zero (NeZero.ne L)
  have h := (AddSubgroup.zmultiples (m : ZMod (m * L))).card_mul_index
  rw [Nat.card_zmultiples, ZMod.addOrderOf_coe _ (Nat.mul_pos hm hL).ne', Nat.card_zmod,
    Nat.gcd_eq_right (Dvd.intro L rfl), Nat.mul_div_cancel_left L hm] at h
  exact Nat.eq_of_mul_eq_mul_left hL (h.trans (mul_comm m L))

/-- A supercell Bloch function with momentum `ψ`: each supercell translation `h` multiplies it
by the phase `ψ h`. -/
def IsSupercellBloch (ψ : AddChar H ℂ) (f : G → ℂ) : Prop :=
  ∀ (x : G) (h : H), f (x + h) = ψ h * f x

/-- The amplitude of the primitive-cell plane wave `χ` in the lattice function `f`. -/
def amplitude (f : G → ℂ) (χ : AddChar G ℂ) : ℂ :=
  (∑ y, f y * χ (-y)) / (Fintype.card G : ℂ)

omit [Fintype G] in
/-- A primitive-cell plane wave is a supercell Bloch function with momentum `ψ` exactly when its
momentum folds onto `ψ`. -/
theorem planeWave_isSupercellBloch_iff (χ : AddChar G ℂ) (ψ : AddChar H ℂ) :
    IsSupercellBloch H ψ (fun x => χ x) ↔ fold H χ = ψ := by
  constructor
  · intro hf
    refine DFunLike.ext _ _ fun h => ?_
    have h0 : χ (0 + (h : G)) = ψ h * χ 0 := hf 0 h
    rw [zero_add, AddChar.map_zero_eq_one, mul_one] at h0
    exact h0
  · rintro rfl x h
    change χ (x + (h : G)) = χ (h : G) * χ x
    rw [AddChar.map_add_eq_mul, mul_comm]

/-- Selection rule: a supercell Bloch function with momentum `ψ` has zero amplitude on every plane
wave whose momentum does not fold onto `ψ`. -/
theorem amplitude_eq_zero {ψ : AddChar H ℂ} {f : G → ℂ} (hf : IsSupercellBloch H ψ f)
    {χ : AddChar G ℂ} (hne : fold H χ ≠ ψ) : amplitude f χ = 0 := by
  obtain ⟨h, hh⟩ : ∃ h : H, χ (h : G) ≠ ψ h := by
    by_contra hcon
    push Not at hcon
    exact hne (DFunLike.ext _ _ hcon)
  -- shifting the summation variable by `h` multiplies the sum by a phase
  have hs : ∑ y, f y * χ (-y) = ψ h * χ (-(h : G)) * ∑ y, f y * χ (-y) := by
    calc ∑ y, f y * χ (-y) = ∑ y, f (y + h) * χ (-(y + h)) :=
          (Equiv.sum_comp (Equiv.addRight (h : G)) (fun y => f y * χ (-y))).symm
      _ = ψ h * χ (-(h : G)) * ∑ y, f y * χ (-y) := by
          rw [Finset.mul_sum]
          refine Finset.sum_congr rfl fun y _ => ?_
          rw [hf, neg_add, AddChar.map_add_eq_mul]
          ring
  have h1 : χ (h : G) * χ (-(h : G)) = 1 := by
    rw [← AddChar.map_add_eq_mul, add_neg_cancel, AddChar.map_zero_eq_one]
  have h2 : (χ (h : G) - ψ h) * ∑ y, f y * χ (-y) = 0 := by
    linear_combination χ (h : G) * hs + ψ h * (∑ y, f y * χ (-y)) * h1
  have h3 := (mul_eq_zero.1 h2).resolve_left (sub_ne_zero.2 hh)
  rw [amplitude, h3, zero_div]

open scoped Classical in
/-- A supercell Bloch function with momentum `ψ` is the sum of its plane-wave components over the
primitive-cell momenta that fold onto `ψ`. -/
theorem supercellBloch_unfolding {ψ : AddChar H ℂ} {f : G → ℂ} (hf : IsSupercellBloch H ψ f)
    (x : G) :
    f x = ∑ χ ∈ Finset.univ.filter (fun χ : AddChar G ℂ => fold H χ = ψ),
      amplitude f χ * χ x := by
  have hN : (Fintype.card G : ℂ) ≠ 0 := Nat.cast_ne_zero.2 Fintype.card_ne_zero
  -- the selection rule lets the sum run over all momenta
  rw [Finset.sum_filter_of_ne (fun χ _ h0 => by
    by_contra hc
    exact h0 (by rw [amplitude_eq_zero H hf hc, zero_mul]))]
  symm
  calc ∑ χ : AddChar G ℂ, amplitude f χ * χ x
      = ∑ χ : AddChar G ℂ, ∑ y, f y / (Fintype.card G : ℂ) * χ (x - y) := by
        refine Finset.sum_congr rfl fun χ _ => ?_
        rw [amplitude, Finset.sum_div, Finset.sum_mul]
        refine Finset.sum_congr rfl fun y _ => ?_
        rw [sub_eq_add_neg, AddChar.map_add_eq_mul]
        ring
    _ = ∑ y, f y / (Fintype.card G : ℂ) * ∑ χ : AddChar G ℂ, χ (x - y) := by
        rw [Finset.sum_comm]
        simp only [Finset.mul_sum]
    _ = f x := by
        rw [Finset.sum_eq_single x]
        · rw [AddChar.sum_apply_eq_ite, if_pos (sub_self x), div_mul_cancel₀ _ hN]
        · intro y _ hy
          rw [AddChar.sum_apply_eq_ite, if_neg (sub_ne_zero.2 hy.symm), mul_zero]
        · intro h
          exact absurd (Finset.mem_univ _) h

end CrystalMomentumFolding
```

```lean
#print axioms CrystalMomentumFolding.fold_surjective
-- 'CrystalMomentumFolding.fold_surjective' depends on axioms: [propext, Classical.choice, Quot.sound]
#print axioms CrystalMomentumFolding.ring_folding_multiplicity
-- 'CrystalMomentumFolding.ring_folding_multiplicity' depends on axioms: [propext, Classical.choice, Quot.sound]
#print axioms CrystalMomentumFolding.planeWave_isSupercellBloch_iff
-- 'CrystalMomentumFolding.planeWave_isSupercellBloch_iff' depends on axioms: [propext, Classical.choice, Quot.sound]
#print axioms CrystalMomentumFolding.supercellBloch_unfolding
-- 'CrystalMomentumFolding.supercellBloch_unfolding' depends on axioms: [propext, Classical.choice, Quot.sound]
```

## Momenta as characters, folding as restriction

Let \(G\) be the group of primitive-lattice translations, with translations across the whole periodic box identified with zero. This is the Born-von Karman condition, and it makes \(G\) a finite abelian group. The supercell translations form a subgroup \(H\). The box is assumed to fit the supercell, meaning that every period of the box is itself a supercell translation; the index of \(H\) in \(G\) is then the number of primitive cells in one supercell. The lattice may have any dimension and the supercell any shape.

A crystal momentum \(k\) allowed by the box satisfies \(e^{ik\cdot R}=1\) for every period \(R\) of the box. It acts on the lattice only through the phases \(\chi(x)=e^{ik\cdot x}\) that it gives to translations \(x\). These phases satisfy \(\chi(0)=1\) and \(\chi(x+y)=\chi(x)\chi(y)\), so \(\chi\) is a character of \(G\). In Lean it is an element of `AddChar G ℂ`. Two wave vectors that differ by a reciprocal lattice vector give the same character, so each momentum of the discrete Brillouin zone is counted once. Supercell momenta are likewise characters \(\psi\) of \(H\), of type `AddChar H ℂ`.

Folding keeps the phases on \(H\) and forgets the rest. The definition `fold H χ` is this restriction, and `fold_apply` states that it gives each \(h\in H\) the phase \(\chi(h)\).

The main theorem, `folding_multiplicity`, says that for every \(\psi\) the set of \(\chi\) with `fold H χ = ψ` has exactly `H.index` elements. The index \([G:H]=|G|/|H|\) counts the cosets of \(H\) in \(G\), which are the inequivalent positions of a primitive cell within a supercell.

## Counting the momenta that fold onto ψ

Fix \(\psi\) and consider, for each \(\chi\), the sum

\[
S_\chi=\sum_{h\in H}\chi(h)\,\psi(-h).
\]

If \(\chi\) folds onto \(\psi\), each term is \(\chi(h)\chi(-h)=\chi(0)=1\), and \(S_\chi=|H|\). If it does not, then \(\eta(h)=\chi(h)\psi(-h)\) is a character of \(H\) with \(\eta(h_0)\neq1\) for some \(h_0\in H\). Shifting the summation variable by \(h_0\) gives \(S_\chi=\eta(h_0)S_\chi\), hence \(S_\chi=0\).

Let \(N_\psi\) be the number of momenta that fold onto \(\psi\). Summing \(S_\chi\) over all characters of \(G\) and exchanging the sums gives

\[
N_\psi|H|=\sum_{\chi}\sum_{h\in H}\chi(h)\psi(-h)
=\sum_{h\in H}\psi(-h)\sum_{\chi}\chi(h).
\]

Completeness of the characters says that \(\sum_\chi\chi(x)\) is \(|G|\) for \(x=0\) and zero for every other \(x\in G\). Only \(h=0\) survives, so

\[
N_\psi|H|=|G|,\qquad N_\psi=\frac{|G|}{|H|}=[G:H].
\]

In the file, `supercell_orthogonality` is the vanishing case of \(S_\chi\). It forms the product of the folded character with \(\psi^{-1}\) and uses Mathlib's theorem that a nontrivial character sums to zero. The `calc` block in `folding_multiplicity` then follows the count line by line: it writes \(N_\psi|H|\) as a sum of \(|H|\) or zero over all \(\chi\), replaces these values by \(S_\chi\), exchanges the sums with `Finset.sum_comm`, and applies completeness in the form `AddChar.sum_apply_eq_ite`. The resulting equation between complex numbers is cast back to natural numbers. Lagrange's theorem, `H.card_mul_index`, supplies \(|H|[G:H]=|G|\), and cancelling the positive number \(|H|\) finishes the proof.

## Zone sums and the one-dimensional ring

Since the index of a subgroup of a finite group is nonzero, at least one \(\chi\) folds onto each \(\psi\). This is `fold_surjective`: no supercell momentum is missed.

For a function \(F\) of the supercell momentum, grouping the characters of \(G\) by their folded image gives

\[
\sum_\chi F(\chi|_H)
=\sum_\psi N_\psi F(\psi)
=[G:H]\sum_\psi F(\psi),
\]

where \(\chi|_H\) is the folded momentum. The theorem `brillouin_sum_fold` states this identity. Its proof uses `Finset.sum_fiberwise` for the grouping, and then the multiplicity theorem for each group. The hypothesis that the summand depends only on the folded momentum is built into the form of \(F\); when the supercell has more than one primitive cell, a general primitive band energy does not satisfy it.

The ring has \(mL\) primitive cells, with \(m\) cells per supercell and \(m,L\geq1\). Here \(G\) is `ZMod (m * L)`, and \(H\) is generated by the translation through \(m\) cells. This subgroup has \(L\) elements, so its index is \(mL/L=m\), which is how `ring_folding_multiplicity` obtains its count. With the usual labels \(\chi_k(x)=e^{2\pi i kx/(mL)}\), a supercell translation \(x=mj\) receives the phase \(e^{2\pi i kj/L}\). The labels that fold together are therefore \(k,k+L,\ldots,k+(m-1)L\), taken modulo \(mL\).

## Which plane waves a supercell state contains

Let \(f:G\to\mathbb C\) assign one complex amplitude to each primitive cell. The predicate `IsSupercellBloch H ψ f` means

\[
f(x+h)=\psi(h)f(x)\qquad\text{for all }x\in G,\ h\in H.
\]

This fixes the sign convention: translating the argument by \(h\) multiplies the function by \(\psi(h)\). The function need not be normalised, and the zero function is allowed.

A plane wave \(f=\chi\) has this property exactly when \(\chi\) folds onto \(\psi\), as `planeWave_isSupercellBloch_iff` states. Setting \(x=0\) in the Bloch condition gives \(\chi(h)=\psi(h)\) for all \(h\). Conversely, if these phases agree, then \(\chi(x+h)=\chi(h)\chi(x)=\psi(h)\chi(x)\).

For a general \(f\), the file defines the plane-wave amplitude

\[
A_\chi=\frac1{|G|}\sum_{y\in G}f(y)\chi(-y).
\]

The whole factor \(1/|G|\) sits in the amplitude and none in the plane wave, so \(f=\chi\) has amplitude one on itself.

Suppose that \(f\) is a supercell Bloch function at \(\psi\) and that \(\chi\) does not fold onto \(\psi\). Choose \(h\in H\) with \(\chi(h)\neq\psi(h)\). Replacing \(y\) by \(y+h\) in the sum gives

\[
A_\chi=\psi(h)\chi(-h)A_\chi.
\]

Multiplication by \(\chi(h)\) turns this into \((\chi(h)-\psi(h))A_\chi=0\), and therefore \(A_\chi=0\). This selection rule is `amplitude_eq_zero`. Its proof works with the sum before division by \(|G|\): `Equiv.sum_comp` performs the shift, and `linear_combination` assembles the product that must vanish.

The expansion of \(f\) follows from completeness once more:

\[
\sum_\chi A_\chi\chi(x)
=\sum_{y\in G}\frac{f(y)}{|G|}\sum_\chi\chi(x-y)
=f(x).
\]

By the selection rule, the terms with \(\chi|_H\neq\psi\) are zero, so

\[
f(x)=\sum_{\chi:\,\chi|_H=\psi}A_\chi\chi(x).
\]

This is `supercellBloch_unfolding`. The Lean proof takes the two steps in the opposite order: it first uses the selection rule to extend the restricted sum to all momenta, and then carries out the Fourier inversion above. By the multiplicity theorem, the restricted sum has \([G:H]\) terms, some of which may have zero amplitude.

## Reach of the result in band unfolding

In electronic-structure work with supercells, the selection rule identifies the primitive-cell momenta on which a supercell state can carry weight, here for a single-particle function with one amplitude per cell on a finite lattice. The theorems concern translation phases alone. They contain no Hamiltonian, so they neither determine the sizes of the nonzero amplitudes nor relate supercell energies to primitive-cell bands. Orbitals within a cell and the continuous Brillouin zone of an infinite crystal are also absent from the model.

The Bloch condition on \(f\) is a hypothesis. Physically, it stands for a state that has been chosen as a simultaneous eigenfunction of all supercell translations. A superposition of states at different supercell momenta need not satisfy it, and its plane-wave components can then fold onto more than one \(\psi\).
